# Attraction–repulsion duality and strong-coupling limits of the Hubbard dimer

## Question

Let the ground energy of the half-filled Hubbard dimer mean the lowest eigenvalue of its $4\times4$ Hamiltonian with one up and one down electron. For real hopping $t$ and on-site interaction $U$ it should be

$$E_0(U)=\frac{U-\sqrt{U^2+16t^2}}{2}.$$

Changing repulsion into attraction should only shift it, $E_0(-U)=E_0(U)-U$. At fixed $t$ I also expect $U E_0(U)\to-4t^2$ as $U\to+\infty$, the superexchange scale, and $U(E_0(U)-U)\to4t^2$ as $U\to-\infty$, the pair-hopping scale. How can this be stated and proved in Lean 4 with Mathlib, so that the formula is tied to the Hamiltonian?

## Answer

### Modelling choices

The main choice is whether $E_0$ is a formula or an eigenvalue. Here `groundEnergy t U` is defined by the formula, and `groundEnergy_isLeast` proves that it is the least element of `energies t U`. That set contains every real $E$ for which $Hv=Ev$ has a nonzero real solution $v$. Real vectors suffice because $H$ is real and symmetric.

The basis gives the sites of the up and the down electron in the order $(1,1),(2,2),(1,2),(2,1)$, and Lean numbers the amplitudes $v_0,\dots,v_3$. The first two configurations are doubly occupied and cost $U$. Up-electron operators are placed before down-electron operators, so every hop has amplitude $-t$:

$$Hv=\begin{pmatrix}Uv_0-t(v_2+v_3)\\Uv_1-t(v_2+v_3)\\-t(v_0+v_1)\\-t(v_0+v_1)\end{pmatrix}.$$

The matrix is written down directly, not derived from creation operators. Other particle numbers, other spin sectors and larger clusters are not treated.

The theorem `duality_and_strong_coupling` fixes $t$, with no condition on its sign, and states three things: the duality for every real $U$, and the two limits. `Tendsto … atTop (𝓝 a)` means convergence to $a$ as $U\to+\infty$, and `atBot` stands for $U\to-\infty$.

### Derivation by hand

**The quadratic equation.** Write $s=\sqrt{U^2+16t^2}$ and $E=E_0(U)=(U-s)/2$. Then

$$E^2=\frac{U^2-2Us+s^2}{4}=\frac{2U^2-2Us+16t^2}{4}=UE+4t^2.$$

Since $s\ge|U|$, also $E\le0$ and $E\le U$.

**The lower bound.** Set $p=U-E\ge0$ and $q=-E\ge0$, so that $pq=E^2-UE=4t^2$. With $a=v_0+v_1$ and $b=v_2+v_3$,

$$2\,v\cdot(H-E)v=pa^2+qb^2-4tab+p(v_0-v_1)^2+q(v_2-v_3)^2.$$

The hopping term is controlled by the two weights:

$$(4tab)^2=4pq\,a^2b^2\le(pa^2+qb^2)^2,$$

because the difference of the two sides is $(pa^2-qb^2)^2$. Hence $4tab\le pa^2+qb^2$ and $v\cdot Hv\ge E\,v\cdot v$. If $Hv=E'v$ with $v\ne0$, dividing by $v\cdot v>0$ gives $E'\ge E$.

**The bound is attained.** If $U\ne E$, take $v=(2t,2t,U-E,U-E)$. The first two rows give $2tU-2t(U-E)=2tE$. The last two give $-4t^2=E(U-E)$, which is the quadratic equation. The normalised state is $v/\sqrt{8t^2+2(U-E)^2}$. If $U=E$, the quadratic equation forces $t=0$, and $(1,1,0,0)/\sqrt2$ has energy $U=E$.

**Duality.** The square root depends only on $U^2$, so

$$E_0(-U)=\frac{-U-s}{2}=\frac{U-s}{2}-U=E_0(U)-U.$$

There is also an operator form. Let $D$ move the down electron to the other site. It exchanges doubly and singly occupied configurations and leaves the hopping unchanged, so $D^2=1$ and $DH(U)D=H(-U)+U$.

**Limits.** For $U>0$ the quadratic equation reads $UE+4t^2=E^2\ge0$. Together with $E\le0$ this gives $-4t^2\le UE\le0$, so $U^2E^2\le16t^4$ and

$$0\le UE_0(U)+4t^2=E_0(U)^2\le\frac{16t^4}{U^2}.$$

Squeezing gives the repulsive limit. For the attractive one, duality gives

$$U(E_0(U)-U)=U E_0(-U)=-\big[(-U)E_0(-U)\big].$$

As $U\to-\infty$, $-U\to+\infty$, so the bracket tends to $-4t^2$ and the whole expression to $4t^2$.

### The Lean file

```lean
import Mathlib

open Matrix Filter Topology

namespace HubbardDimerDuality

noncomputable section

/-- The two-site Hubbard Hamiltonian for one up and one down electron, with hopping `t` and
on-site interaction `U`. The basis lists the sites of the up and the down electron in the
order (1,1), (2,2), (1,2), (2,1). -/
def hubbardDimer (t U : ℝ) : Matrix (Fin 4) (Fin 4) ℝ :=
  !![U, 0, -t, -t;
     0, U, -t, -t;
     -t, -t, 0, 0;
     -t, -t, 0, 0]

/-- The operator that moves the down electron to the other site. -/
def downSwap : Matrix (Fin 4) (Fin 4) ℝ :=
  !![0, 0, 1, 0;
     0, 0, 0, 1;
     1, 0, 0, 0;
     0, 1, 0, 0]

/-- The set of energy eigenvalues of the dimer. -/
def energies (t U : ℝ) : Set ℝ :=
  {E | ∃ v : Fin 4 → ℝ, v ≠ 0 ∧ hubbardDimer t U *ᵥ v = E • v}

/-- The closed formula `E0(U) = (U - √(U² + 16 t²)) / 2`. -/
def groundEnergy (t U : ℝ) : ℝ := (U - √(U ^ 2 + 16 * t ^ 2)) / 2

/-- The action of the Hamiltonian on the four amplitudes of a state. -/
theorem hubbardDimer_mulVec (t U : ℝ) (v : Fin 4 → ℝ) :
    hubbardDimer t U *ᵥ v =
      ![U * v 0 - t * (v 2 + v 3), U * v 1 - t * (v 2 + v 3),
        -t * (v 0 + v 1), -t * (v 0 + v 1)] := by
  ext i
  fin_cases i <;> simp [hubbardDimer, Matrix.mulVec, dotProduct, Fin.sum_univ_four] <;> ring

/-- `E0` solves the quadratic equation `E² = U E + 4 t²`, and it lies neither above `0`
nor above `U`. -/
theorem groundEnergy_quadratic (t U : ℝ) :
    groundEnergy t U ^ 2 = U * groundEnergy t U + 4 * t ^ 2 ∧
      groundEnergy t U ≤ 0 ∧ groundEnergy t U ≤ U := by
  have hs := Real.sq_sqrt (show 0 ≤ U ^ 2 + 16 * t ^ 2 by positivity)
  have ha : |U| ≤ √(U ^ 2 + 16 * t ^ 2) :=
    Real.abs_le_sqrt (by nlinarith [sq_nonneg t])
  obtain ⟨h1, h2⟩ := abs_le.mp ha
  unfold groundEnergy
  refine ⟨?_, by linarith, by linarith⟩
  linear_combination hs / 4

/-- Variational bound: the energy expectation of any real state of the dimer is at least `E0`
times its squared norm. -/
theorem groundEnergy_variational (t U : ℝ) (v : Fin 4 → ℝ) :
    groundEnergy t U * (v ⬝ᵥ v) ≤ v ⬝ᵥ (hubbardDimer t U *ᵥ v) := by
  obtain ⟨h, h0, hU⟩ := groundEnergy_quadratic t U
  generalize groundEnergy t U = E at h h0 hU ⊢
  have e1 : v ⬝ᵥ v = v 0 ^ 2 + v 1 ^ 2 + v 2 ^ 2 + v 3 ^ 2 := by
    simp only [dotProduct, Fin.sum_univ_four]
    ring
  have e2 : v ⬝ᵥ (hubbardDimer t U *ᵥ v) =
      U * (v 0 ^ 2 + v 1 ^ 2) - 2 * t * (v 0 + v 1) * (v 2 + v 3) := by
    simp [hubbardDimer, Matrix.mulVec, dotProduct, Fin.sum_univ_four]
    ring
  -- the hopping term is controlled by the two diagonal weights `U - E` and `-E`
  have key : ∀ p q s r : ℝ, 0 ≤ p → 0 ≤ q → p * q = 4 * t ^ 2 →
      4 * t * s * r ≤ p * s ^ 2 + q * r ^ 2 := by
    intro p q s r hp hq hpq
    have e : (4 * t * s * r) ^ 2 = 4 * (p * q) * s ^ 2 * r ^ 2 := by
      rw [hpq]; ring
    have hle : (4 * t * s * r) ^ 2 ≤ (p * s ^ 2 + q * r ^ 2) ^ 2 := by
      rw [e]
      nlinarith [sq_nonneg (p * s ^ 2 - q * r ^ 2)]
    exact le_trans (le_abs_self _) (abs_le_of_sq_le_sq hle (by positivity))
  have hp : 0 ≤ U - E := by linarith
  have hq : 0 ≤ -E := by linarith
  have hk := key (U - E) (-E) (v 0 + v 1) (v 2 + v 3) hp hq (by linear_combination h)
  rw [e1, e2]
  nlinarith [hk, mul_nonneg hp (sq_nonneg (v 0 - v 1)),
    mul_nonneg hq (sq_nonneg (v 2 - v 3))]

/-- `E0(U)` is the lowest energy eigenvalue of the Hubbard dimer. -/
theorem groundEnergy_isLeast (t U : ℝ) : IsLeast (energies t U) (groundEnergy t U) := by
  constructor
  · have h := (groundEnergy_quadratic t U).1
    generalize groundEnergy t U = E at h ⊢
    by_cases hb : U - E = 0
    · -- without hopping and with `E = U`, a doubly occupied state attains the energy
      have ht2 : t ^ 2 = 0 := by linear_combination (-1 / 4) * h - E / 4 * hb
      have ht : t = 0 := by simpa using ht2
      refine ⟨![1, 1, 0, 0], fun h0 => one_ne_zero (congrFun h0 0 : (1 : ℝ) = 0), ?_⟩
      rw [hubbardDimer_mulVec]
      funext i
      fin_cases i
      · show U * 1 - t * (0 + 0) = E * 1
        linear_combination hb
      · show U * 1 - t * (0 + 0) = E * 1
        linear_combination hb
      · show -t * (1 + 1) = E * 0
        linear_combination -2 * ht
      · show -t * (1 + 1) = E * 0
        linear_combination -2 * ht
    · refine ⟨![2 * t, 2 * t, U - E, U - E],
        fun h0 => hb (congrFun h0 2 : U - E = 0), ?_⟩
      rw [hubbardDimer_mulVec]
      funext i
      fin_cases i
      · show U * (2 * t) - t * ((U - E) + (U - E)) = E * (2 * t)
        ring
      · show U * (2 * t) - t * ((U - E) + (U - E)) = E * (2 * t)
        ring
      · show -t * (2 * t + 2 * t) = E * (U - E)
        linear_combination h
      · show -t * (2 * t + 2 * t) = E * (U - E)
        linear_combination h
  · -- no eigenvalue can undercut the variational bound
    rintro E ⟨v, hv, hE⟩
    have hvar := groundEnergy_variational t U v
    rw [hE, dotProduct_smul, smul_eq_mul] at hvar
    have hnn : 0 ≤ v ⬝ᵥ v := Finset.sum_nonneg fun i _ => mul_self_nonneg (v i)
    have hpos : 0 < v ⬝ᵥ v :=
      lt_of_le_of_ne hnn fun h => hv (dotProduct_self_eq_zero.mp h.symm)
    exact le_of_mul_le_mul_right hvar hpos

/-- Moving the down electron to the other site is an involution that turns the Hamiltonian
with interaction `U` into the one with interaction `-U`, shifted by the constant `U`. -/
theorem hubbardDimer_duality (t U : ℝ) :
    downSwap * downSwap = 1 ∧
      downSwap * hubbardDimer t U * downSwap = hubbardDimer t (-U) + U • 1 := by
  constructor <;> ext i j <;> fin_cases i <;> fin_cases j <;>
    simp [downSwap, hubbardDimer, Matrix.mul_apply, Fin.sum_univ_four]

/-- Superexchange bounds: for repulsion `U > 0` the product `U E0(U)` exceeds `-4 t²` by at
least `0` and at most `16 t⁴ / U²`. -/
theorem superexchange_bounds (t : ℝ) {U : ℝ} (hU : 0 < U) :
    -4 * t ^ 2 ≤ U * groundEnergy t U ∧
      U * groundEnergy t U ≤ -4 * t ^ 2 + 16 * t ^ 4 / U ^ 2 := by
  obtain ⟨h, h0, -⟩ := groundEnergy_quadratic t U
  generalize groundEnergy t U = E at h h0 ⊢
  have h1 : 0 ≤ 4 * t ^ 2 + U * E := by nlinarith [sq_nonneg E]
  have h2 : 0 ≤ 4 * t ^ 2 - U * E := by nlinarith [sq_nonneg t, mul_nonneg hU.le (neg_nonneg.mpr h0)]
  refine ⟨by linarith, ?_⟩
  -- the excess over `-4 t²` is exactly `E²`
  have h3 : E ^ 2 ≤ 16 * t ^ 4 / U ^ 2 := by
    rw [le_div_iff₀ (by positivity)]
    nlinarith [mul_nonneg h1 h2]
  linarith

/-- Attraction-repulsion duality of the dimer ground energy, with its two strong-coupling
limits: `U E0(U) → -4 t²` for strong repulsion and `U (E0(U) - U) → 4 t²` for strong
attraction. -/
theorem duality_and_strong_coupling (t : ℝ) :
    (∀ U, groundEnergy t (-U) = groundEnergy t U - U) ∧
      Tendsto (fun U => U * groundEnergy t U) atTop (𝓝 (-4 * t ^ 2)) ∧
      Tendsto (fun U => U * (groundEnergy t U - U)) atBot (𝓝 (4 * t ^ 2)) := by
  have hdual : ∀ U, groundEnergy t (-U) = groundEnergy t U - U := by
    intro U
    unfold groundEnergy
    rw [neg_sq]
    ring
  have hrep : Tendsto (fun U => U * groundEnergy t U) atTop (𝓝 (-4 * t ^ 2)) := by
    have hz : Tendsto (fun U : ℝ => 16 * t ^ 4 / U ^ 2) atTop (𝓝 0) :=
      tendsto_const_nhds.div_atTop (tendsto_pow_atTop two_ne_zero)
    have hup : Tendsto (fun U : ℝ => -4 * t ^ 2 + 16 * t ^ 4 / U ^ 2) atTop
        (𝓝 (-4 * t ^ 2)) := by
      have h := hz.const_add (-4 * t ^ 2)
      rwa [add_zero] at h
    refine tendsto_of_tendsto_of_tendsto_of_le_of_le' tendsto_const_nhds hup ?_ ?_
    · filter_upwards [eventually_gt_atTop (0 : ℝ)] with U hU
      exact (superexchange_bounds t hU).1
    · filter_upwards [eventually_gt_atTop (0 : ℝ)] with U hU
      exact (superexchange_bounds t hU).2
  refine ⟨hdual, hrep, ?_⟩
  -- the duality carries the repulsive limit over to the attractive side
  have h := (hrep.comp tendsto_neg_atBot_atTop).neg
  have e : -(-4 * t ^ 2) = 4 * t ^ 2 := by ring
  rw [e] at h
  refine h.congr fun U => ?_
  show -(-U * groundEnergy t (-U)) = U * (groundEnergy t U - U)
  rw [hdual U]
  ring

end

end HubbardDimerDuality
```

```lean
#print axioms HubbardDimerDuality.groundEnergy_isLeast
-- 'HubbardDimerDuality.groundEnergy_isLeast' depends on axioms: [propext, Classical.choice, Quot.sound]
#print axioms HubbardDimerDuality.hubbardDimer_duality
-- 'HubbardDimerDuality.hubbardDimer_duality' depends on axioms: [propext, Classical.choice, Quot.sound]
#print axioms HubbardDimerDuality.duality_and_strong_coupling
-- 'HubbardDimerDuality.duality_and_strong_coupling' depends on axioms: [propext, Classical.choice, Quot.sound]
```

### Remarks

**How the proof follows the derivation.** `hubbardDimer_mulVec` computes the four rows of $Hv$. `groundEnergy_quadratic` obtains the equation from the square of the root, and the two inequalities from `Real.abs_le_sqrt`. In `groundEnergy_variational`, the local statement `key` is the weighted inequality for $4tab$, and the final `nlinarith` adds the squares of $v_0-v_1$ and $v_2-v_3$. `groundEnergy_isLeast` splits on `U - E = 0` to choose the eigenvector, then applies the variational bound to an arbitrary eigenpair.

`hubbardDimer_duality` checks the operator identity entry by entry. The scalar duality is proved separately, from the formula. In `superexchange_bounds`, `h1` and `h2` say that $4t^2\pm UE\ge0$, and their product is $16t^4-U^2E^2\ge0$. The last theorem applies the squeeze lemma to these bounds, which are needed only for $U>0$, and composes the result with $U\mapsto-U$.

**A reusable technique.** Once the quadratic equation and the sign conditions are available, `generalize groundEnergy t U = E at h h0 hU ⊢` replaces the formula by a plain variable. The square root disappears, and the remaining goals are polynomial ones that suit `linear_combination` and `nlinarith`. The same pattern works for other quantities defined by a root of a quadratic.

**A numerical instance.** For $t=1$, $U=3$ the root is $5$ and $E_0=-1$, with normalised ground state $(1,1,2,2)/\sqrt{10}$. The product $UE_0=-3$ lies between $-4$ and $-4+16/9\approx-2.22$. At $U=-3$ the formula gives $E_0=-4=-1-3$, and moving the down electron turns the state into $(2,2,1,1)/\sqrt{10}$.

**Limiting cases.** At $t=0$ the formula becomes $E_0=\min(0,U)$, and both strong-coupling limits are $0$. At $U=0$ it gives $-2|t|$, two electrons in the lower one-particle level.

**Physical reading.** In this two-site, single-band model the triplet state $(0,0,1,-1)/\sqrt2$ has energy $0$, so for large repulsion the singlet lies below it by about $4t^2/U$, the usual superexchange constant. For strong attraction, second-order perturbation theory gives an on-site pair a hopping amplitude of magnitude $2t^2/|U|$ and an equal level shift; together they lower the energy by $4t^2/|U|$. The Lean theorems concern the total energy and do not make this split.

**In a program.** The dimer is a convenient test for an exact-diagonalisation code: with $t=1$, $U=3$, the bond counted once and the interaction written as $Un_\uparrow n_\downarrow$ on each site, the lowest energy in this sector must be $-1$. A periodic two-site chain that counts the bond twice has hopping $2t$ instead. If the closed formula itself is evaluated in floating point at large positive $U$, the subtraction $U-\sqrt{U^2+16t^2}$ loses digits. The equivalent form $-8t^2/\big(U+\sqrt{U^2+16t^2}\big)$ avoids this.
